# Friction lowers the C₆ coefficient of two identical damped oscillators

When the polarizability of a particle is that of a single damped oscillator, leaving out the friction before integrating over imaginary frequency makes the computed $C_6$ coefficient of two such identical particles too large. At fixed oscillator strength and resonance frequency, $C_6$ falls strictly as the friction grows, from London's value without friction towards zero.

In Lean 4 with Mathlib:

```lean
import Mathlib

open MeasureTheory Set Filter Topology

namespace FrictionWeakensDispersion

noncomputable section

/-- Polarizability of a damped oscillator with strength `f`, frequency `w0` and friction `g`
at complex frequency `w`, defined where `w0² - w² - i g w` is nonzero. -/
def polarizability (f w0 g : ℝ) (w : ℂ) : ℂ :=
  f / ((w0 : ℂ) ^ 2 - w ^ 2 - Complex.I * g * w)

/-- The response `f / (w0² + g u + u²)` at imaginary frequency `iu`, defined where the
denominator is nonzero, in particular for `w0 > 0` and `g, u ≥ 0`. -/
def alphaIm (f w0 g u : ℝ) : ℝ := f / (w0 ^ 2 + g * u + u ^ 2)

/-- The Casimir–Polder dispersion coefficient of two identical damped oscillators,
for `w0 > 0` and `g ≥ 0`. -/
def C6 (f w0 g : ℝ) : ℝ := 3 / Real.pi * ∫ u in Ioi (0 : ℝ), alphaIm f w0 g u ^ 2

/-- On the imaginary frequency axis the complex polarizability is the real function
`alphaIm`. -/
theorem polarizability_imaginary_axis (f w0 g u : ℝ) :
    polarizability f w0 g (Complex.I * u) = (alphaIm f w0 g u : ℂ) := by
  unfold polarizability alphaIm
  push_cast
  congr 1
  linear_combination (-(u : ℂ) ^ 2 - g * u) * Complex.I_sq

/-- For `f, w0 > 0` and frictions `0 ≤ g < h`, friction `h` gives the smaller response at every
imaginary frequency `u > 0`. -/
theorem alphaIm_lt {f w0 g h u : ℝ} (hf : 0 < f) (hw : 0 < w0) (hg : 0 ≤ g) (hgh : g < h)
    (hu : 0 < u) : alphaIm f w0 h u < alphaIm f w0 g u := by
  unfold alphaIm
  gcongr

/-- Without friction and for `w0 > 0`, the squared response is integrable over `u > 0`, with
integral `π f² / (4 w0³)`. -/
theorem frictionless_integral (f : ℝ) {w0 : ℝ} (hw : 0 < w0) :
    IntegrableOn (fun u => alphaIm f w0 0 u ^ 2) (Ioi 0) ∧
      ∫ u in Ioi (0 : ℝ), alphaIm f w0 0 u ^ 2 = Real.pi * f ^ 2 / (4 * w0 ^ 3) := by
  -- an explicit antiderivative
  have hd : ∀ u ∈ Ici (0 : ℝ), HasDerivAt (fun x : ℝ => f ^ 2 *
      (x / (w0 ^ 2 + x ^ 2) / (2 * w0 ^ 2) + Real.arctan (x / w0) / (2 * w0 ^ 3)))
      (alphaIm f w0 0 u ^ 2) u := by
    intro u _
    have hD : 0 < w0 ^ 2 + u ^ 2 := by positivity
    have h1 : HasDerivAt (fun x : ℝ => w0 ^ 2 + x ^ 2) (2 * u) u := by
      simpa using (hasDerivAt_pow 2 u).const_add (w0 ^ 2)
    have h2 := (hasDerivAt_id' u).fun_div h1 hD.ne'
    have h3 := ((hasDerivAt_id' u).div_const w0).arctan
    have e : 1 / (1 + (u / w0) ^ 2) * (1 / w0) = w0 / (w0 ^ 2 + u ^ 2) := by
      field_simp
    rw [e] at h3
    refine (((h2.div_const (2 * w0 ^ 2)).fun_add
      (h3.div_const (2 * w0 ^ 3))).const_mul (f ^ 2)).congr_deriv ?_
    simp only [alphaIm, zero_mul, add_zero]
    field_simp
    ring
  -- its value at infinity comes from the arctangent alone
  have t1 : Tendsto (fun x : ℝ => x / (w0 ^ 2 + x ^ 2)) atTop (𝓝 0) := by
    refine squeeze_zero' ?_ ?_ tendsto_inv_atTop_zero
    · filter_upwards [eventually_gt_atTop 0] with x hx
      positivity
    · filter_upwards [eventually_gt_atTop 0] with x hx
      rw [inv_eq_one_div, div_le_div_iff₀ (by positivity) hx]
      nlinarith [sq_nonneg w0]
  have t2 : Tendsto (fun x : ℝ => Real.arctan (x / w0)) atTop (𝓝 (Real.pi / 2)) :=
    (Real.tendsto_arctan_atTop.mono_right nhdsWithin_le_nhds).comp
      (tendsto_id.atTop_div_const hw)
  have ht := ((t1.div_const (2 * w0 ^ 2)).add (t2.div_const (2 * w0 ^ 3))).const_mul (f ^ 2)
  refine ⟨integrableOn_Ioi_deriv_of_nonneg' hd (fun _ _ => sq_nonneg _) ht, ?_⟩
  rw [integral_Ioi_of_hasDerivAt_of_nonneg' hd (fun _ _ => sq_nonneg _) ht]
  simp only [zero_div, Real.arctan_zero, add_zero, mul_zero, sub_zero, zero_add]
  ring

/-- For `w0 > 0` and friction `g ≥ 0` the Casimir–Polder integrand is integrable. -/
theorem integrable_response (f : ℝ) {w0 g : ℝ} (hw : 0 < w0) (hg : 0 ≤ g) :
    IntegrableOn (fun u => alphaIm f w0 g u ^ 2) (Ioi 0) := by
  have hm : Measurable (fun u => alphaIm f w0 g u ^ 2) := by
    unfold alphaIm
    fun_prop
  refine Integrable.mono' (frictionless_integral f hw).1 hm.aestronglyMeasurable ?_
  refine ae_restrict_of_forall_mem measurableSet_Ioi fun u hu => ?_
  have hu' : 0 < u := hu
  rw [Real.norm_of_nonneg (sq_nonneg _)]
  unfold alphaIm
  rw [div_pow, div_pow]
  gcongr

/-- For `w0 > 0`, the comparison integral of `(f / (w0² + v))²` over `v > 0` converges
to `f² / w0²`. -/
theorem overdamped_integral (f : ℝ) {w0 : ℝ} (hw : 0 < w0) :
    IntegrableOn (fun v => (f / (w0 ^ 2 + v)) ^ 2) (Ioi 0) ∧
      ∫ v in Ioi (0 : ℝ), (f / (w0 ^ 2 + v)) ^ 2 = f ^ 2 / w0 ^ 2 := by
  have hd : ∀ v ∈ Ici (0 : ℝ), HasDerivAt (fun x : ℝ => -f ^ 2 / (w0 ^ 2 + x))
      ((f / (w0 ^ 2 + v)) ^ 2) v := by
    intro v hv
    have hv' : 0 ≤ v := hv
    have hD : w0 ^ 2 + v ≠ 0 := by positivity
    refine ((hasDerivAt_const v (-f ^ 2)).fun_div
      ((hasDerivAt_id' v).const_add (w0 ^ 2)) hD).congr_deriv ?_
    rw [div_pow]
    congr 1
    ring
  have ht : Tendsto (fun x : ℝ => -f ^ 2 / (w0 ^ 2 + x)) atTop (𝓝 0) :=
    tendsto_const_nhds.div_atTop (tendsto_atTop_add_const_left _ _ tendsto_id)
  refine ⟨integrableOn_Ioi_deriv_of_nonneg' hd (fun _ _ => sq_nonneg _) ht, ?_⟩
  rw [integral_Ioi_of_hasDerivAt_of_nonneg' hd (fun _ _ => sq_nonneg _) ht]
  ring

/-- Measuring imaginary frequency as `u = v / g`, for `g > 0`, turns `g C6(g)` into an integral
in which friction enters only through `(v / g)²`. -/
theorem friction_mul_C6 (f w0 : ℝ) {g : ℝ} (hg : 0 < g) :
    g * C6 f w0 g =
      3 / Real.pi * ∫ v in Ioi (0 : ℝ), (f / (w0 ^ 2 + v + (v / g) ^ 2)) ^ 2 := by
  have h := integral_comp_mul_left_Ioi (fun u => alphaIm f w0 g u ^ 2) 0 (inv_pos.2 hg)
  rw [mul_zero, inv_inv, smul_eq_mul] at h
  have e : ∀ v, alphaIm f w0 g (g⁻¹ * v) = f / (w0 ^ 2 + v + (v / g) ^ 2) := by
    intro v
    unfold alphaIm
    rw [mul_inv_cancel_left₀ hg.ne', inv_mul_eq_div]
  simp only [e] at h
  unfold C6
  rw [h]
  ring

/-- The overdamped law: for `w0 > 0`, `g C6(g)` tends to `3 f² / (π w0²)` as the friction `g`
grows, and `C6(g) ≤ 3 f² / (π w0² g)` at every `g > 0`. -/
theorem overdamped_law (f : ℝ) {w0 : ℝ} (hw : 0 < w0) :
    Tendsto (fun g => g * C6 f w0 g) atTop (𝓝 (3 * f ^ 2 / (Real.pi * w0 ^ 2))) ∧
      ∀ g, 0 < g → C6 f w0 g ≤ 3 * f ^ 2 / (Real.pi * w0 ^ 2 * g) := by
  obtain ⟨hint, hval⟩ := overdamped_integral f hw
  have hpi := Real.pi_pos
  -- dropping `(v / g)²` from the denominator enlarges the integrand
  have hb : ∀ g : ℝ, ∀ v ∈ Ioi (0 : ℝ),
      (f / (w0 ^ 2 + v + (v / g) ^ 2)) ^ 2 ≤ (f / (w0 ^ 2 + v)) ^ 2 := by
    intro g v hv
    have hv' : 0 < v := hv
    have hle : w0 ^ 2 + v ≤ w0 ^ 2 + v + (v / g) ^ 2 := by linarith [sq_nonneg (v / g)]
    rw [div_pow f, div_pow f]
    exact div_le_div_of_nonneg_left (sq_nonneg f) (by positivity)
      (pow_le_pow_left₀ (by positivity) hle 2)
  constructor
  · have hlim : Tendsto
        (fun g : ℝ => ∫ v in Ioi (0 : ℝ), (f / (w0 ^ 2 + v + (v / g) ^ 2)) ^ 2) atTop
        (𝓝 (∫ v in Ioi (0 : ℝ), (f / (w0 ^ 2 + v)) ^ 2)) := by
      refine tendsto_integral_filter_of_dominated_convergence
        (fun v => (f / (w0 ^ 2 + v)) ^ 2) ?_ ?_ hint ?_
      · refine Eventually.of_forall fun g => Measurable.aestronglyMeasurable ?_
        fun_prop
      · refine Eventually.of_forall fun g =>
          ae_restrict_of_forall_mem measurableSet_Ioi fun v hv => ?_
        rw [Real.norm_of_nonneg (sq_nonneg _)]
        exact hb g v hv
      · refine ae_restrict_of_forall_mem measurableSet_Ioi fun v hv => ?_
        have hv' : 0 < v := hv
        have h0 : Tendsto (fun g : ℝ => v / g) atTop (𝓝 0) :=
          tendsto_const_nhds.div_atTop tendsto_id
        have h1 : Tendsto (fun g : ℝ => w0 ^ 2 + v + (v / g) ^ 2) atTop
            (𝓝 (w0 ^ 2 + v)) := by
          simpa using (h0.pow 2).const_add (w0 ^ 2 + v)
        have hD : w0 ^ 2 + v ≠ 0 := by positivity
        exact (tendsto_const_nhds.div h1 hD).pow 2
    have h := hlim.const_mul (3 / Real.pi)
    rw [hval, div_mul_div_comm] at h
    refine h.congr' ?_
    filter_upwards [eventually_gt_atTop 0] with g hg
    exact (friction_mul_C6 f w0 hg).symm
  · intro g hg
    have h : g * C6 f w0 g ≤ 3 / Real.pi * (f ^ 2 / w0 ^ 2) := by
      rw [friction_mul_C6 f w0 hg, ← hval]
      refine mul_le_mul_of_nonneg_left ?_ (by positivity)
      exact integral_mono_of_nonneg (Eventually.of_forall fun _ => sq_nonneg _) hint
        (ae_restrict_of_forall_mem measurableSet_Ioi (hb g))
    rw [div_mul_div_comm] at h
    rw [← div_div, le_div_iff₀ hg, mul_comm]
    exact h

/-- Friction weakens dispersion: for `f, w0 > 0` the coefficient `C6(g)` is strictly decreasing
on `g ≥ 0`, equals `3 f² / (4 w0³)` at `g = 0`, and tends to zero as `g` grows. -/
theorem friction_weakens_dispersion {f w0 : ℝ} (hf : 0 < f) (hw : 0 < w0) :
    StrictAntiOn (C6 f w0) (Ici 0) ∧ C6 f w0 0 = 3 * f ^ 2 / (4 * w0 ^ 3) ∧
      Tendsto (C6 f w0) atTop (𝓝 0) := by
  have hpi := Real.pi_pos
  refine ⟨?_, ?_, ?_⟩
  · intro g hg h hh hgh
    have hg' : 0 ≤ g := hg
    have hh' : 0 ≤ h := hh
    have hi := integrable_response f hw hg'
    have hj := integrable_response f hw hh'
    have hlt : ∀ u ∈ Ioi (0 : ℝ), 0 < alphaIm f w0 g u ^ 2 - alphaIm f w0 h u ^ 2 := by
      intro u hu
      have hu' : 0 < u := hu
      have hn : 0 ≤ alphaIm f w0 h u := by
        unfold alphaIm
        positivity
      exact sub_pos.2 (pow_lt_pow_left₀ (alphaIm_lt hf hw hg' hgh hu') hn two_ne_zero)
    -- the integrands differ on the whole half-line, a set of positive measure
    have hpos : 0 < ∫ u in Ioi (0 : ℝ),
        (alphaIm f w0 g u ^ 2 - alphaIm f w0 h u ^ 2) := by
      refine (setIntegral_pos_iff_support_of_nonneg_ae
        (ae_restrict_of_forall_mem measurableSet_Ioi fun u hu => (hlt u hu).le)
        (hi.sub hj)).2 ?_
      have hvol : 0 < volume (Ioi (0 : ℝ)) := by simp
      exact hvol.trans_le (measure_mono fun u hu => ⟨(hlt u hu).ne', hu⟩)
    rw [integral_sub hi hj] at hpos
    unfold C6
    exact mul_lt_mul_of_pos_left (sub_pos.1 hpos) (by positivity)
  · unfold C6
    rw [(frictionless_integral f hw).2]
    field_simp
  · -- divide the overdamped law by the friction
    have h := (overdamped_law f hw).1.mul tendsto_inv_atTop_zero
    rw [mul_zero] at h
    refine h.congr' ?_
    filter_upwards [eventually_gt_atTop 0] with g hg
    rw [mul_comm g, mul_assoc, mul_inv_cancel₀ hg.ne', mul_one]

end

end FrictionWeakensDispersion
```

```lean
#print axioms FrictionWeakensDispersion.polarizability_imaginary_axis
#print axioms FrictionWeakensDispersion.friction_weakens_dispersion
```

```
'FrictionWeakensDispersion.polarizability_imaginary_axis' depends on axioms: [propext, Classical.choice, Quot.sound]
'FrictionWeakensDispersion.friction_weakens_dispersion' depends on axioms: [propext, Classical.choice, Quot.sound]
```

## Strict decrease between two known ends

Two neutral particles without permanent multipole moments, at a distance $R$ large compared with their size but short enough to neglect retardation, attract each other with an energy close to $-C_6/R^6$, because the fluctuating dipole of each polarizes the other. The question is what happens to $C_6$ when the dipoles are damped.

The theorem `friction_weakens_dispersion` takes a strength $f>0$ and a resonance frequency $w_0>0$, and makes three statements about $C_6$ as a function of the friction $g$:

- `StrictAntiOn (C6 f w0) (Ici 0)`: if $0\le g<h$, then $C_6(h)<C_6(g)$.
- At $g=0$ the coefficient is $3f^2/(4w_0^3)$.
- `Tendsto (C6 f w0) atTop (𝓝 0)`: $C_6(g)\to0$ as $g\to\infty$.

The theorem `overdamped_law` adds the rate of the decay: $g\,C_6(g)\to 3f^2/(\pi w_0^2)$, and the limiting form is an upper bound, $C_6(g)\le 3f^2/(\pi w_0^2 g)$, at every $g>0$.

## The damped dipole at imaginary frequency

A charge $q$ of mass $m$ on a spring, driven by a field proportional to $e^{-iwt}$, has the polarizability

$$\alpha(w)=\frac{f}{w_0^2-w^2-igw},\qquad f=\frac{q^2}{m}.$$

This is `polarizability`. The letters $w$, $w_0$ and $g$ stand for the usual $\omega$, $\omega_0$ and $\gamma$, so $g$ is a damping rate, the friction coefficient divided by the mass. At $w=iu$ we have $-w^2=u^2$ and $-igw=gu$, hence

$$\alpha(iu)=\frac{f}{w_0^2+gu+u^2},$$

which is the real function `alphaIm`. The theorem `polarizability_imaginary_axis` checks this substitution, using only $i^2=-1$.

The definition `C6` is the Casimir–Polder integral for two identical particles in atomic units,

$$C_6(g)=\frac3\pi\int_0^\infty\alpha(iu)^2\,du .$$

With the static polarizability $\alpha(0)=f/w_0^2$, the frictionless value becomes London's $\tfrac34\alpha(0)^2w_0$. Friction leaves $\alpha(0)$ unchanged, so the whole reduction of $C_6$ comes from the response at $u>0$.

The model has a single resonance, a friction independent of frequency, no retardation, and zero temperature. At a temperature $T>0$ the integral becomes a sum over discrete imaginary frequencies, whose static term $3k_BT\alpha(0)^2$ does not depend on friction, so the decay to zero is a zero-temperature result. The parameters $f$ and $w_0$ stay fixed while $g$ varies, although a real environment may shift them too. The step from the model to a real pair is to identify this integral with the pair's interaction coefficient: the formula enters as a definition and is not derived from coupled dipoles and the surroundings that damp them.

## A smaller response at every positive imaginary frequency

For $0\le g<h$ and $u>0$, the two denominators differ by $(h-g)u>0$. The response with friction $h$ is therefore smaller, which is `alphaIm_lt`; the tactic `gcongr` carries the inequality through the sum and the quotient. Both responses are positive, so their squares are ordered in the same way.

To pass to the integrals, both must be finite. Without friction there is an explicit antiderivative:

$$\frac{d}{du}\left[\frac{u}{2w_0^2(w_0^2+u^2)}+\frac{\arctan(u/w_0)}{2w_0^3}\right]
=\frac{(w_0^2-u^2)+(w_0^2+u^2)}{2w_0^2(w_0^2+u^2)^2}=\frac1{(w_0^2+u^2)^2}.$$

The bracket vanishes at $u=0$ and tends to $\pi/(4w_0^3)$ at infinity. Multiplying by $3f^2/\pi$ gives $C_6(0)=3f^2/(4w_0^3)$. In `frictionless_integral`, `hd` is this derivative, while `t1` and `t2` are the limits of the rational part and the arctangent. Since the integrand is nonnegative, the finite limit gives integrability as well as the value. The lemma `integrable_response` extends integrability to every $g\ge0$, because the frictionless integrand lies above all the others.

Now

$$C_6(g)-C_6(h)=\frac3\pi\int_0^\infty\left[\frac{f^2}{(w_0^2+gu+u^2)^2}-\frac{f^2}{(w_0^2+hu+u^2)^2}\right]du>0,$$

since the bracket is positive for all $u>0$. In the main theorem this is `hpos`: the integral of a nonnegative function is positive when the set on which the function is nonzero has positive measure, and here that set contains the whole half-line.

## Decay as 1/g in the overdamped regime

For $g>0$, substitute $u=v/g$, so that $du=dv/g$:

$$g\,C_6(g)=\frac3\pi\int_0^\infty\frac{f^2}{\left(w_0^2+v+v^2/g^2\right)^2}\,dv .$$

This is `friction_mul_C6`. Dropping $v^2/g^2$ enlarges the integrand, and what remains is elementary:

$$\int_0^\infty\frac{f^2}{(w_0^2+v)^2}\,dv=\left[-\frac{f^2}{w_0^2+v}\right]_0^\infty=\frac{f^2}{w_0^2},$$

as `overdamped_integral` shows. Hence $g\,C_6(g)\le3f^2/(\pi w_0^2)$, and division by $g$ gives the upper bound.

As $g\to\infty$ at fixed $v$, the term $v^2/g^2$ vanishes and the integrand tends to $f^2/(w_0^2+v)^2$. The same function bounds the integrand for every $g>0$, so dominated convergence allows the limit to be taken under the integral. In `overdamped_law` the bound is `hb` and the convergence of the integrals is `hlim`. Physically, the inertial term $u^2$ has dropped out, leaving the Debye relaxation form $f/(w_0^2+gu)$ with relaxation rate $w_0^2/g$.

The last part of the main theorem multiplies the law by $1/g$: a quantity with a finite limit times one that tends to zero tends to zero, so $C_6(g)\to0$.
